# Ballistic transmission of a periodic supercell as a sum over transverse momenta

## From a wide device to a small cell

To obtain the transmission of a wide, transversely periodic transistor channel, one solves the primitive cell at N transverse momenta and adds the results. For non-interacting electrons in a finite orthonormal orbital basis, and leads with the same transverse periodicity as the channel, this sum equals the transmission of the N-cell supercell at its Γ point, provided the supercell Green function exists.

Take eight cells of 50 orbitals each. The supercell needs the inverse of one 400 × 400 matrix; the primitive cell needs eight inverses of size 50 × 50, at phases 2πk/8 per cell with k = 0, …, 7. With dense inversion of cubic cost, that is 64 times less work. Dividing the sum by eight gives the transmission per primitive cell.

## The statement and its model

The cells form a ring labelled by `ZMod N`, with N ≥ 1, and `n` labels the orbitals of one cell, which spans the device from one lead to the other. A periodic matrix has the block c(a − b) between cells a and b; this is `supercell c`. Its Fourier block, `bloch c k`, is

cₖ = Σᵣ exp(−2πikr/N) c(r).

For a Hamiltonian H and lead broadenings A and B, `invGreen` is

D = E − H + i(A + B)/2,

and `transmission` is tr(A G B G†) with G = D⁻¹. The theorem `transmission_supercell` says that if D is invertible for the supercell, then

tr(A G B G†) = Σₖ tr(Aₖ Gₖ Bₖ Gₖ†).

Here Hₖ, Aₖ and Bₖ are the Fourier blocks, Dₖ = E − Hₖ + i(Aₖ + Bₖ)/2 and Gₖ = Dₖ⁻¹. Without a subscript, H, A and B are supercell matrices; in the Lean theorem the same letters denote the families of blocks, and `supercell H` is the matrix. Invertibility is the hypothesis `IsUnit (...).det`. Hermitian H and positive semidefinite A and B are the physical case, but the identity does not require them.

The energy is real and multiplies the identity, so the basis is orthonormal. Level shifts from the leads belong in H, at fixed E. There is one periodic transverse direction, and disorder that breaks the periodicity is excluded.

## A state that the leads cannot reach

In the physical case, invertibility means that H has no eigenstate at energy E decoupled from both leads. Let N = 2, with one orbital per cell, H = E·1 and

A = B = ½ [[1, −1], [−1, 1]].

The in-phase state is decoupled and D is singular. At k = 1 the blocks are A₁ = B₁ = 1 and D₁ = i, which gives transmission 1; k = 0 contributes 0. Lean sets the inverse of a singular matrix to zero, so the supercell side is 0 and the sum is 1. Hermiticity and positivity therefore do not replace invertibility in the theorem. The mismatch comes from this convention for the inverse, not from the physics: if iη with η > 0 is added to D and to each Dₖ, both sides tend to 1 as η → 0.

## Derivation with Bloch waves

Let Wₖ have the block exp(2πika/N)·1 in cell a. Summing phases over cells, and then over momenta, gives

Wₖ† Wₖ = N·1,  Σₖ Wₖ Wₖ† = N·1.

For a periodic matrix M with blocks c(a − b), put r = a − b:

(M Wₖ)(a) = Σ_b c(a − b) exp(2πikb/N) = exp(2πika/N) cₖ.

Thus M Wₖ = Wₖ cₖ, and by linearity D Wₖ = Wₖ Dₖ. Then

Wₖ† G Wₖ Dₖ = Wₖ† G D Wₖ = N·1,

so the square matrix Dₖ has a left inverse and is invertible. With Gₖ = Dₖ⁻¹,

G Wₖ = G Wₖ Dₖ Gₖ = G D Wₖ Gₖ = Wₖ Gₖ.

Now insert completeness before G†:

N tr(A G B G†) = Σₖ tr(A G B Wₖ (G Wₖ)†)

= Σₖ tr(Wₖ Aₖ Gₖ Bₖ Gₖ† Wₖ†)

= N Σₖ tr(Aₖ Gₖ Bₖ Gₖ†).

The last line uses cyclicity and Wₖ† Wₖ = N·1. Dividing by N gives the result.

## The Lean file

```lean
import Mathlib

open Matrix

namespace BallisticSupercell

noncomputable section

variable {N : ℕ} [NeZero N] {n ι : Type*} [Fintype n] [DecidableEq n] [Fintype ι] [DecidableEq ι]

local notation "χ" => ZMod.stdAddChar

/-- The matrix of a ring of `N` identical transverse cells: the block between cells `a` and `b`
is `c (a - b)`. -/
def supercell (c : ZMod N → Matrix n n ℂ) : Matrix (ZMod N × n) (ZMod N × n) ℂ :=
  Matrix.of fun p q => c (p.1 - q.1) p.2 q.2

/-- The Fourier block at transverse momentum `k`: the sum of `exp (-2πi k r / N) c r` over the
cell distances `r`. -/
def bloch (c : ZMod N → Matrix n n ℂ) (k : ZMod N) : Matrix n n ℂ :=
  ∑ r, χ (-(k * r)) • c r

variable (n) in
/-- The Bloch waves of momentum `k`, one column for each orbital of the primitive cell, with
amplitude `exp (2πi k a / N)` in cell `a`. -/
def wave (k : ZMod N) : Matrix (ZMod N × n) n ℂ :=
  Matrix.of fun p j => if p.2 = j then χ (k * p.1) else 0

/-- The matrix `E - H + i (A + B) / 2` of a device with Hamiltonian `H` and lead broadenings
`A` and `B`. -/
def invGreen (E : ℝ) (H A B : Matrix ι ι ℂ) : Matrix ι ι ℂ :=
  (E : ℂ) • (1 : Matrix ι ι ℂ) - H + (Complex.I / 2) • (A + B)

/-- The ballistic transmission `tr (A G B G*)`, where the Green function `G` is the inverse of
`E - H + i (A + B) / 2`; meaningful where that matrix is invertible. -/
def transmission (E : ℝ) (H A B : Matrix ι ι ℂ) : ℂ :=
  (A * (invGreen E H A B)⁻¹ * B * ((invGreen E H A B)⁻¹)ᴴ).trace

omit [Fintype n] in
/-- The adjoint of the Bloch-wave matrix carries the opposite phases. -/
theorem wave_adjoint_apply (k : ZMod N) (j : n) (p : ZMod N × n) :
    (wave n k)ᴴ j p = if p.2 = j then χ (-(k * p.1)) else 0 := by
  rw [Matrix.conjTranspose_apply]
  simp only [wave, Matrix.of_apply]
  split_ifs
  · exact (AddChar.map_neg_eq_conj _ _).symm
  · exact star_zero _

/-- Bloch waves of one momentum on different orbitals are orthogonal, and each has squared
norm `N`. -/
theorem wave_orthogonal (k : ZMod N) :
    (wave n k)ᴴ * wave n k = (N : ℂ) • (1 : Matrix n n ℂ) := by
  have cancel : ∀ x : ZMod N, χ (-x) * χ x = (1 : ℂ) := fun x => by
    rw [← AddChar.map_add_eq_mul, neg_add_cancel, AddChar.map_zero_eq_one]
  ext i j
  rw [Matrix.mul_apply, Fintype.sum_prod_type]
  simp only [wave_adjoint_apply]
  simp only [wave, Matrix.of_apply, ite_mul, zero_mul, mul_ite, mul_zero]
  by_cases h : i = j
  · subst h
    simp [cancel, ZMod.card]
  · simp [h, Ne.symm h]

/-- The Bloch waves of all `N` momenta together are complete in the supercell. -/
theorem wave_complete : ∑ k : ZMod N, wave n k * (wave n k)ᴴ
    = (N : ℂ) • (1 : Matrix (ZMod N × n) (ZMod N × n) ℂ) := by
  ext ⟨a, i⟩ ⟨b, j⟩
  -- the phases interfere destructively unless the two cells coincide
  have h : ∑ k : ZMod N, χ (k * a) * χ (-(k * b)) = if a = b then (N : ℂ) else 0 := by
    calc _ = ∑ k : ZMod N, χ (k * (a - b)) := Finset.sum_congr rfl fun k _ => by
            rw [← AddChar.map_add_eq_mul]
            congr 1
            ring
      _ = _ := by
            rw [AddChar.sum_mulShift _ (ZMod.isPrimitive_stdAddChar N)]
            simp [sub_eq_zero, ZMod.card]
  rw [Matrix.sum_apply]
  simp only [Matrix.mul_apply, wave_adjoint_apply]
  simp only [wave, Matrix.of_apply, ite_mul, zero_mul, mul_ite, mul_zero]
  by_cases hij : i = j
  · subst hij
    simp [h, Matrix.one_apply]
  · simp [hij]

/-- A periodic matrix acts on the Bloch waves of momentum `k` through its Fourier block. -/
theorem supercell_wave (c : ZMod N → Matrix n n ℂ) (k : ZMod N) :
    supercell c * wave n k = wave n k * bloch c k := by
  ext ⟨a, i⟩ j
  have L : (supercell c * wave n k) (a, i) j = ∑ b, c (a - b) i j * χ (k * b) := by
    rw [Matrix.mul_apply, Fintype.sum_prod_type]
    simp [supercell, wave]
  have R : (wave n k * bloch c k) (a, i) j
      = χ (k * a) * ∑ r, χ (-(k * r)) * c r i j := by
    simp [Matrix.mul_apply, wave, bloch, Matrix.sum_apply]
  rw [L, R, Finset.mul_sum]
  -- sum over the distance `a - b` instead of the cell `b`
  refine Fintype.sum_equiv (Equiv.subLeft a) _ _ fun b => ?_
  have e : (χ (k * b) : ℂ) = χ (k * a) * χ (-(k * (a - b))) := by
    rw [← AddChar.map_add_eq_mul]
    congr 1
    ring
  simp only [Equiv.subLeft_apply]
  rw [e]
  ring

/-- The supercell matrix `E - H + i (A + B) / 2` acts on Bloch waves through the same expression
in the Fourier blocks. -/
theorem invGreen_wave (E : ℝ) (H A B : ZMod N → Matrix n n ℂ) (k : ZMod N) :
    invGreen E (supercell H) (supercell A) (supercell B) * wave n k
      = wave n k * invGreen E (bloch H k) (bloch A k) (bloch B k) := by
  simp only [invGreen, Matrix.add_mul, Matrix.sub_mul, Matrix.smul_mul, Matrix.one_mul,
    supercell_wave, Matrix.mul_add, Matrix.mul_sub, Matrix.mul_smul, Matrix.mul_one]

/-- If `E - H + i (A + B) / 2` is invertible for the supercell, its inverse acts on the Bloch waves
of momentum `k` through the inverse for the Fourier blocks, which exists as well. -/
theorem green_wave (E : ℝ) (H A B : ZMod N → Matrix n n ℂ)
    (h : IsUnit (invGreen E (supercell H) (supercell A) (supercell B)).det) (k : ZMod N) :
    IsUnit (invGreen E (bloch H k) (bloch A k) (bloch B k)).det ∧
      (invGreen E (supercell H) (supercell A) (supercell B))⁻¹ * wave n k
        = wave n k * (invGreen E (bloch H k) (bloch A k) (bloch B k))⁻¹ := by
  have hN : (N : ℂ) ≠ 0 := Nat.cast_ne_zero.2 (NeZero.ne N)
  have hw := invGreen_wave E H A B k
  set D := invGreen E (supercell H) (supercell A) (supercell B)
  set d := invGreen E (bloch H k) (bloch A k) (bloch B k)
  -- compressing the supercell inverse to momentum `k` inverts the block
  have hl : ((N : ℂ)⁻¹ • ((wave n k)ᴴ * D⁻¹ * wave n k)) * d = 1 := by
    rw [Matrix.smul_mul, Matrix.mul_assoc, ← hw, ← Matrix.mul_assoc,
      Matrix.mul_assoc (wave n k)ᴴ, Matrix.nonsing_inv_mul _ h, Matrix.mul_one,
      wave_orthogonal, smul_smul, inv_mul_cancel₀ hN, one_smul]
  have hd : IsUnit d.det := Matrix.isUnit_det_of_left_inverse hl
  refine ⟨hd, ?_⟩
  calc D⁻¹ * wave n k = D⁻¹ * (wave n k * d) * d⁻¹ := by
        rw [Matrix.mul_assoc, Matrix.mul_assoc, Matrix.mul_nonsing_inv _ hd, Matrix.mul_one]
    _ = wave n k * d⁻¹ := by
        rw [← hw, ← Matrix.mul_assoc, Matrix.nonsing_inv_mul _ h, Matrix.one_mul]

/-- If `E - H + i (A + B) / 2` is invertible for the periodic supercell, the supercell transmission
is the sum of the primitive-cell transmissions over the `N` transverse momenta. -/
theorem transmission_supercell (E : ℝ) (H A B : ZMod N → Matrix n n ℂ)
    (h : IsUnit (invGreen E (supercell H) (supercell A) (supercell B)).det) :
    transmission E (supercell H) (supercell A) (supercell B)
      = ∑ k, transmission E (bloch H k) (bloch A k) (bloch B k) := by
  have hg := fun k => (green_wave E H A B h k).2
  unfold transmission
  set G := (invGreen E (supercell H) (supercell A) (supercell B))⁻¹
  apply mul_left_cancel₀ (Nat.cast_ne_zero.2 (NeZero.ne N) : (N : ℂ) ≠ 0)
  -- insert the completeness relation in front of the adjoint Green function
  calc (N : ℂ) * (supercell A * G * supercell B * Gᴴ).trace
      = (supercell A * G * supercell B * (∑ k, wave n k * (wave n k)ᴴ) * Gᴴ).trace := by
        rw [wave_complete, Matrix.mul_smul, Matrix.mul_one, Matrix.smul_mul,
          Matrix.trace_smul, smul_eq_mul]
    _ = ∑ k : ZMod N,
          (supercell A * (G * (supercell B * wave n k)) * (G * wave n k)ᴴ).trace := by
        rw [Matrix.mul_sum, Matrix.sum_mul, Matrix.trace_sum]
        simp only [Matrix.conjTranspose_mul, Matrix.mul_assoc]
    _ = _ := by
        rw [Finset.mul_sum]
        refine Finset.sum_congr rfl fun k _ => ?_
        -- every factor acts blockwise, and the trace is cyclic
        rw [supercell_wave, ← Matrix.mul_assoc G, hg, Matrix.mul_assoc (wave n k),
          ← Matrix.mul_assoc (supercell A), supercell_wave, Matrix.conjTranspose_mul,
          ← Matrix.mul_assoc, Matrix.trace_mul_comm]
        simp only [Matrix.mul_assoc]
        rw [← Matrix.mul_assoc (wave n k)ᴴ, wave_orthogonal, Matrix.smul_mul, Matrix.one_mul,
          Matrix.trace_smul, smul_eq_mul]

end

end BallisticSupercell
```

```lean
#print axioms BallisticSupercell.transmission_supercell
```

```
'BallisticSupercell.transmission_supercell' depends on axioms: [propext, Classical.choice, Quot.sound]
```

## Bloch waves in the Lean proof

`wave_adjoint_apply` computes the entries of Wₖ†. `wave_orthogonal` and `wave_complete` are the two phase sums; in the second, `AddChar.sum_mulShift` supplies the cancellation between different cells.

`supercell_wave` changes the summation variable from b to a − b through `Equiv.subLeft a`. `invGreen_wave` extends the result to D by distributing the products.

In `green_wave`, `hl` is the left inverse of Dₖ, normalised by 1/N, and `Matrix.isUnit_det_of_left_inverse` turns it into invertibility. The `calc` block then moves G past Wₖ.

`transmission_supercell` first multiplies both sides by N, using `mul_left_cancel₀`. Its `calc` steps insert completeness, split the trace over k, and reduce each term with the blockwise relations, `Matrix.trace_mul_comm` and `wave_orthogonal`.
